# Existence and uniqueness of the steady-state carrier density in a linear hopping model with recombination at every node

The declaration `transport_bijective` concerns carriers on a finite set of nodes, where each node `i` loses them by recombination at rate `r i` and to a contact at rate `b i`, and exchanges them with the other nodes through terms `w i j * (u i - u j)`. It states that if every `r i` is positive and all `b i` and `w i j` are non-negative, the linear map from a real density `u` to the generation that sustains it is bijective, so each real generation profile has exactly one steady-state density. Symmetry of `w` is not assumed. For injectivity, the attempt takes a density `u` with zero generation and applies the minimum principle `density_nonneg` to both `u` and `-u`, which should force `u` to vanish at every node. Surjectivity then follows because the space of densities is finite-dimensional.

Lean 4 with Mathlib refuses this proof:

```lean
import Mathlib

open Matrix

namespace DiscreteDonolato

variable {ι : Type*} [Fintype ι]

/-- The steady-state carrier operator: recombination at rate `r i`, collection by the contact at
rate `b i`, and exchange terms `w i j * (u i - u j)`, which describe hopping between nodes `i` and
`j` when `w` is symmetric. -/
def transport (w : ι → ι → ℝ) (r b : ι → ℝ) : (ι → ℝ) →ₗ[ℝ] (ι → ℝ) where
  toFun u i := (r i + b i) * u i + ∑ j, w i j * (u i - u j)
  map_add' u v := by
    ext i
    simp only [Pi.add_apply]
    have h : ∑ j, w i j * (u i + v i - (u j + v j))
        = ∑ j, w i j * (u i - u j) + ∑ j, w i j * (v i - v j) := by
      rw [← Finset.sum_add_distrib]
      exact Finset.sum_congr rfl fun j _ => by ring
    rw [h]
    ring
  map_smul' c u := by
    ext i
    simp only [Pi.smul_apply, smul_eq_mul, RingHom.id_apply]
    have h : ∑ j, w i j * (c * u i - c * u j) = c * ∑ j, w i j * (u i - u j) := by
      rw [Finset.mul_sum]
      exact Finset.sum_congr rfl fun j _ => by ring
    rw [h]
    ring

variable {w : ι → ι → ℝ} {r b : ι → ℝ}

/-- The carrier balance at a single node, written out. -/
theorem transport_apply (w : ι → ι → ℝ) (r b u : ι → ℝ) (i : ι) :
    transport w r b u i = (r i + b i) * u i + ∑ j, w i j * (u i - u j) := rfl

/-- Minimum principle: non-negative generation produces a non-negative density, and the density
is strictly positive at each node where the generation is. -/
theorem density_nonneg (hw0 : ∀ i j, 0 ≤ w i j) (hr : ∀ i, 0 < r i) (hb : ∀ i, 0 ≤ b i)
    {u : ι → ℝ} (h : ∀ i, 0 ≤ transport w r b u i) :
    (∀ i, 0 ≤ u i) ∧ ∀ i, 0 < transport w r b u i → 0 < u i := by
  have hu : ∀ i, 0 ≤ u i := by
    intro k
    by_contra hk
    have : Nonempty ι := ⟨k⟩
    -- at the node of lowest density carriers can only flow in
    obtain ⟨i, hi⟩ := Finite.exists_min u
    have hneg : u i < 0 := (hi k).trans_lt (not_le.1 hk)
    have hs : ∑ j, w i j * (u i - u j) ≤ 0 := Finset.sum_nonpos fun j _ =>
      mul_nonpos_iff.2 (Or.inl ⟨hw0 i j, sub_nonpos.2 (hi j)⟩)
    have h1 : (r i + b i) * u i < 0 :=
      mul_neg_of_pos_of_neg (by linarith [hr i, hb i]) hneg
    have h2 := h i
    rw [transport_apply] at h2
    linarith
  refine ⟨hu, fun i hi => lt_of_le_of_ne (hu i) fun h0 => ?_⟩
  -- an empty node has no outflow, so it cannot balance a positive source
  have hs : ∑ j, w i j * (u i - u j) ≤ 0 := Finset.sum_nonpos fun j _ =>
    mul_nonpos_iff.2 (Or.inl ⟨hw0 i j, by linarith [hu j]⟩)
  rw [transport_apply, ← h0, mul_zero, zero_add, h0] at hi
  linarith

/-- Every generation profile has exactly one steady-state carrier density. -/
theorem transport_bijective (hw0 : ∀ i j, 0 ≤ w i j) (hr : ∀ i, 0 < r i)
    (hb : ∀ i, 0 ≤ b i) : Function.Bijective (transport w r b) := by
  have hinj : Function.Injective (transport w r b) := by
    refine (injective_iff_map_eq_zero (transport w r b)).2 fun u hu => ?_
    have h1 := (density_nonneg hw0 hr hb (u := u) (fun i => by simp [hu])).1
    have h2 := (density_nonneg hw0 hr hb (u := -u) (fun i => by simp [map_neg, hu])).1
    ext i
    have h3 := h2 i
    simp only [Pi.neg_apply] at h3
    exact le_antisymm (by linarith) (h1 i)
  exact ⟨hinj, LinearMap.injective_iff_surjective.1 hinj⟩

end DiscreteDonolato
```

The error:

```
Main.lean:74:26: error: linarith failed to find a contradiction
ι : Type u_1
inst✝ : Fintype ι
w : ι → ι → ℝ
r b : ι → ℝ
hw0 : ∀ (i j : ι), 0 ≤ w i j
hr : ∀ (i : ι), 0 < r i
hb : ∀ (i : ι), 0 ≤ b i
u : ι → ℝ
hu : (transport w r b) u = 0
h1 : ∀ (i : ι), 0 ≤ u i
h2 : ∀ (i : ι), 0 ≤ (-u) i
i : ι
h3 : 0 ≤ -u i
a✝ : 0 i < u i
⊢ False
failed
```

Diagnosis. The one error comes from the `linarith` call that has to prove the upper bound on `u i`. After `ext i`, the right-hand side of the goal is `0 i`, the zero function evaluated at `i`, and not the real number `0`. `linarith` negates the bound it has to prove, which gives the hypothesis `0 i < u i` in the message. With `h3 : 0 ≤ -u i` this would be a contradiction if `0 i` were read as `0`, but `linarith` does not unfold the application and treats `0 i` as an unknown quantity. The other argument, `h1 i`, causes no error, since Lean accepts `0 ≤ u i` for `0 i ≤ u i` by unfolding the definition.

The added line `change u i = 0` restates the goal with the real number `0`, which Lean allows because the two forms are equal by definition. `linarith` then has to prove `u i ≤ 0`, which follows from `h3`.

Fix (accepted with no message):

```diff
@@ -72,4 +72,5 @@
     have h3 := h2 i
     simp only [Pi.neg_apply] at h3
+    change u i = 0
     exact le_antisymm (by linarith) (h1 i)
   exact ⟨hinj, LinearMap.injective_iff_surjective.1 hinj⟩
```
